# With $x(1-x)$ and $x^2(1-x)^2$, the Ritz energy of the unit box exceeds $\pi^2/2$ by less than 0.0001 ($\hbar=m=1$)

The Hamiltonian enters as the form $\frac12\int_0^1 f'g'\,dx$ and not as the operator $-\frac12\,d^2/dx^2$; the two agree on these trial functions by integration by parts, because the functions vanish at both walls. The secular equation then has the roots $28\pm2\sqrt{133}$, and the lower one is the least energy that any combination of the two functions can reach.

```lean
import Mathlib

open Matrix

namespace TwoFunctionBox

noncomputable section

/-- The kinetic energy form on the unit box, half the integral of `f' g'`, in units with
`ħ = m = 1`. -/
def kinetic (f g : ℝ → ℝ) : ℝ := 1 / 2 * ∫ x in (0 : ℝ)..1, deriv f x * deriv g x

/-- The overlap integral of two real functions on the unit box. -/
def overlap (f g : ℝ → ℝ) : ℝ := ∫ x in (0 : ℝ)..1, f x * g x

/-- The two basis functions `x(1-x)` and `x²(1-x)²`. -/
def basisFn : Fin 2 → ℝ → ℝ :=
  ![fun x => x * (1 - x), fun x => x ^ 2 * (1 - x) ^ 2]

/-- The trial function with linear coefficients `c`. -/
def trial (c : Fin 2 → ℝ) (x : ℝ) : ℝ := c 0 * basisFn 0 x + c 1 * basisFn 1 x

/-- The Hamiltonian matrix in the two-function basis. -/
def hamiltonian : Matrix (Fin 2) (Fin 2) ℝ :=
  Matrix.of fun i j => kinetic (basisFn i) (basisFn j)

/-- The overlap matrix in the two-function basis. -/
def overlapMatrix : Matrix (Fin 2) (Fin 2) ℝ :=
  Matrix.of fun i j => overlap (basisFn i) (basisFn j)

/-- The integral over the unit box of a polynomial of degree at most four in `x(1-x)`. -/
theorem integral_moments (p₀ p₁ p₂ p₃ p₄ : ℝ) :
    ∫ x in (0 : ℝ)..1, (p₀ + p₁ * (x * (1 - x)) + p₂ * (x * (1 - x)) ^ 2
      + p₃ * (x * (1 - x)) ^ 3 + p₄ * (x * (1 - x)) ^ 4)
      = p₀ + p₁ / 6 + p₂ / 30 + p₃ / 140 + p₄ / 630 := by
  -- integrate a polynomial in x term by term
  have hpoly (a : Fin 9 → ℝ) : ∫ x in (0 : ℝ)..1, ∑ k, a k * x ^ (k : ℕ)
      = ∑ k, a k / (((k : ℕ) : ℝ) + 1) := by
    rw [intervalIntegral.integral_finsetSum]
    · refine Finset.sum_congr rfl fun k _ => ?_
      rw [intervalIntegral.integral_const_mul, integral_pow, one_pow,
        zero_pow (Nat.succ_ne_zero _), sub_zero, mul_one_div]
    · intro k _
      exact Continuous.intervalIntegrable (by fun_prop) _ _
  -- expand the powers of x(1-x)
  have h (x : ℝ) : p₀ + p₁ * (x * (1 - x)) + p₂ * (x * (1 - x)) ^ 2
      + p₃ * (x * (1 - x)) ^ 3 + p₄ * (x * (1 - x)) ^ 4
      = ∑ k : Fin 9, (![p₀, p₁, -p₁ + p₂, -2 * p₂ + p₃, p₂ - 3 * p₃ + p₄,
          3 * p₃ - 4 * p₄, -p₃ + 6 * p₄, -4 * p₄, p₄] : Fin 9 → ℝ) k * x ^ (k : ℕ) := by
    simp [Fin.sum_univ_succ]
    ring
  simp only [h]
  rw [hpoly]
  simp [Fin.sum_univ_succ]
  ring

/-- A trial function is a polynomial of degree at most two in `x(1-x)` without constant term, with
coefficients `c 0` and `c 1`. -/
theorem trial_apply (c : Fin 2 → ℝ) (x : ℝ) :
    trial c x = c 0 * (x * (1 - x)) + c 1 * (x * (1 - x)) ^ 2 := by
  change c 0 * (x * (1 - x)) + c 1 * (x ^ 2 * (1 - x) ^ 2) = _
  ring

/-- The kinetic energy form between two trial functions, in terms of their coefficients. -/
theorem kinetic_trial (a b : Fin 2 → ℝ) : kinetic (trial a) (trial b)
    = a 0 * b 0 / 6 + (a 0 * b 1 + a 1 * b 0) / 30 + a 1 * b 1 / 105 := by
  have hd (c : Fin 2 → ℝ) (x : ℝ) :
      deriv (trial c) x = (c 0 + 2 * c 1 * (x * (1 - x))) * (1 - 2 * x) := by
    have hu : HasDerivAt (fun y : ℝ => y * (1 - y)) (1 - 2 * x) x :=
      ((hasDerivAt_id' x).fun_mul ((hasDerivAt_id' x).const_sub 1)).congr_deriv (by ring)
    have hf : trial c = fun y => c 0 * (y * (1 - y))
        + c 1 * ((y * (1 - y)) * (y * (1 - y))) := by
      funext y
      rw [trial_apply]
      ring
    rw [hf, ((hu.const_mul (c 0)).fun_add ((hu.fun_mul hu).const_mul (c 1))).deriv]
    ring
  -- the square of 1 - 2x is 1 - 4x(1-x)
  have h (x : ℝ) : deriv (trial a) x * deriv (trial b) x
      = a 0 * b 0 + (2 * (a 0 * b 1 + a 1 * b 0) - 4 * (a 0 * b 0)) * (x * (1 - x))
        + (4 * (a 1 * b 1) - 8 * (a 0 * b 1 + a 1 * b 0)) * (x * (1 - x)) ^ 2
        + (-16 * (a 1 * b 1)) * (x * (1 - x)) ^ 3 + 0 * (x * (1 - x)) ^ 4 := by
    rw [hd, hd]
    ring
  unfold kinetic
  simp only [h]
  rw [integral_moments]
  ring

/-- The overlap of two trial functions, in terms of their coefficients. -/
theorem overlap_trial (a b : Fin 2 → ℝ) : overlap (trial a) (trial b)
    = a 0 * b 0 / 30 + (a 0 * b 1 + a 1 * b 0) / 140 + a 1 * b 1 / 630 := by
  have h (x : ℝ) : trial a x * trial b x
      = 0 + 0 * (x * (1 - x)) + (a 0 * b 0) * (x * (1 - x)) ^ 2
        + (a 0 * b 1 + a 1 * b 0) * (x * (1 - x)) ^ 3
        + (a 1 * b 1) * (x * (1 - x)) ^ 4 := by
    rw [trial_apply, trial_apply]
    ring
  unfold overlap
  simp only [h]
  rw [integral_moments]
  ring

/-- The numerical Hamiltonian and overlap matrices of the two-function basis. -/
theorem matrix_elements :
    hamiltonian = !![1 / 6, 1 / 30; 1 / 30, 1 / 105] ∧
    overlapMatrix = !![1 / 30, 1 / 140; 1 / 140, 1 / 630] := by
  have h0 : basisFn 0 = trial ![1, 0] := by
    funext x
    rw [trial_apply]
    change x * (1 - x) = 1 * (x * (1 - x)) + 0 * (x * (1 - x)) ^ 2
    ring
  have h1 : basisFn 1 = trial ![0, 1] := by
    funext x
    rw [trial_apply]
    change x ^ 2 * (1 - x) ^ 2 = 0 * (x * (1 - x)) + 1 * (x * (1 - x)) ^ 2
    ring
  constructor
  · ext i j
    fin_cases i <;> fin_cases j <;> simp [hamiltonian, h0, h1, kinetic_trial]
  · ext i j
    fin_cases i <;> fin_cases j <;> simp [overlapMatrix, h0, h1, overlap_trial]

/-- A trial function with nonzero coefficient vector has positive squared norm. -/
theorem overlap_pos {c : Fin 2 → ℝ} (hc : c ≠ 0) : 0 < overlap (trial c) (trial c) := by
  have hsq : overlap (trial c) (trial c)
      = (c 0 + 3 / 14 * c 1) ^ 2 / 30 + c 1 ^ 2 / 17640 := by
    rw [overlap_trial]
    ring
  rw [hsq]
  by_cases h1 : c 1 = 0
  · have h0 : c 0 ≠ 0 := by
      intro h0
      apply hc
      funext i
      fin_cases i
      · exact h0
      · exact h1
    rw [h1, mul_zero, add_zero]
    positivity
  · positivity

/-- Decimal bounds on the square root in the secular roots. -/
theorem sqrt_bounds : 11.53256 < √(133 : ℝ) ∧ √(133 : ℝ) < 11.53257 :=
  ⟨(Real.lt_sqrt (by norm_num)).mpr (by norm_num),
    (Real.sqrt_lt' (by norm_num)).mpr (by norm_num)⟩

/-- The value `28 - 2√133` is the least Rayleigh quotient among all trial functions with
nonzero coefficient vector, and it is attained. -/
theorem isLeast_rayleigh :
    IsLeast {E : ℝ | ∃ c : Fin 2 → ℝ, c ≠ 0 ∧
      E = kinetic (trial c) (trial c) / overlap (trial c) (trial c)} (28 - 2 * √133) := by
  have hs : √(133 : ℝ) ^ 2 = 133 := Real.sq_sqrt (by norm_num)
  have hb := sqrt_bounds.1
  constructor
  · -- the optimal coefficients
    have hc : (![70 - 6 * √133, 28 * √133 - 322] : Fin 2 → ℝ) ≠ 0 := by
      intro h
      have h1 : 28 * √(133 : ℝ) - 322 = 0 := congrFun h 1
      norm_num at hb
      linarith
    refine ⟨_, hc, ?_⟩
    rw [eq_div_iff (overlap_pos hc).ne', overlap_trial, kinetic_trial]
    simp only [Matrix.cons_val_zero, Matrix.cons_val_one]
    linear_combination (-(28 * √(133 : ℝ) - 322) / 315) * hs
  · rintro _ ⟨c, hc, rfl⟩
    rw [le_div_iff₀ (overlap_pos hc), ← sub_nonneg]
    have hA : 0 < 28 * √(133 : ℝ) - 322 := by
      norm_num at hb
      linarith
    -- complete the square
    have hsq : (28 * √(133 : ℝ) - 322) * (kinetic (trial c) (trial c)
        - (28 - 2 * √133) * overlap (trial c) (trial c))
        = ((28 * √133 - 322) * c 0 + (6 * √133 - 70) * c 1) ^ 2 / 420 := by
      rw [overlap_trial, kinetic_trial]
      linear_combination (c 1 ^ 2 / 315) * hs
    refine (mul_nonneg_iff_of_pos_left hA).mp ?_
    rw [hsq]
    positivity

/-- The secular equation of the two-function box has exactly the roots `28 ± 2√133`, and the
lower one exceeds `π²/2` by less than `0.0001`. -/
theorem secular_roots :
    (∀ E : ℝ, (hamiltonian - E • overlapMatrix).det = 0 ↔
      E = 28 - 2 * √133 ∨ E = 28 + 2 * √133) ∧
    Real.pi ^ 2 / 2 < 28 - 2 * √133 ∧
    28 - 2 * √133 < Real.pi ^ 2 / 2 + 0.0001 := by
  have hs : √(133 : ℝ) ^ 2 = 133 := Real.sq_sqrt (by norm_num)
  refine ⟨fun E => ?_, ?_, ?_⟩
  · have hdet : (hamiltonian - E • overlapMatrix).det
        = (E ^ 2 - 56 * E + 252) / 529200 := by
      rw [matrix_elements.1, matrix_elements.2, Matrix.det_fin_two]
      simp
      ring
    rw [hdet]
    constructor
    · intro h
      have hprod : (E - (28 - 2 * √133)) * (E - (28 + 2 * √133)) = 0 := by
        linear_combination 529200 * h - 4 * hs
      rcases mul_eq_zero.mp hprod with h | h
      · exact Or.inl (sub_eq_zero.mp h)
      · exact Or.inr (sub_eq_zero.mp h)
    · rintro (rfl | rfl) <;> linear_combination (4 / 529200) * hs
  · have hb := sqrt_bounds.2
    have hp : Real.pi ^ 2 < 3.141593 ^ 2 :=
      pow_lt_pow_left₀ Real.pi_lt_d6 Real.pi_pos.le (by norm_num)
    norm_num at hb hp ⊢
    linarith
  · have hb := sqrt_bounds.1
    have hp : (3.141592 : ℝ) ^ 2 < Real.pi ^ 2 :=
      pow_lt_pow_left₀ Real.pi_gt_d6 (by norm_num) (by norm_num)
    norm_num at hb hp ⊢
    linarith

end

end TwoFunctionBox
```

```lean
#print axioms TwoFunctionBox.isLeast_rayleigh
#print axioms TwoFunctionBox.secular_roots
```

```
'TwoFunctionBox.isLeast_rayleigh' depends on axioms: [propext, Classical.choice, Quot.sound]
'TwoFunctionBox.secular_roots' depends on axioms: [propext, Classical.choice, Quot.sound]
```

## Secular roots and the variational minimum

`kinetic` and `overlap` are real integrals over $[0,1]$. A coefficient vector `c : Fin 2 → ℝ` gives the trial function

$$f_c = c_0\,x(1-x)+c_1\,x^2(1-x)^2 .$$

The matrices `hamiltonian` ($H$) and `overlapMatrix` ($S$) are defined by the integrals between basis functions, so their numerical entries are results.

`secular_roots` says that $\det(H-ES)=0$ for real $E$ exactly when $E=28\pm2\sqrt{133}$, and that

$$\frac{\pi^2}{2}<28-2\sqrt{133}<\frac{\pi^2}{2}+0.0001 .$$

`isLeast_rayleigh` gives the lower root its variational meaning: it is attained as a Rayleigh quotient, and no nonzero $c$ gives a smaller one.

The number $\pi^2/2$ is the familiar ground-state energy of the box, but the file uses it only as a number and derives no spectrum. The minimum is over real combinations of these two functions. The same generalised eigenvalue problem appears in electronic-structure calculations with non-orthogonal basis functions; here it is solved for one particle and two functions.

## Integrals in $u=x(1-x)$

Expanding in powers of $x$ and integrating term by term gives

$$\int_0^1 u\,dx=\tfrac16,\quad \int_0^1 u^2dx=\tfrac1{30},\quad \int_0^1 u^3dx=\tfrac1{140},\quad \int_0^1 u^4dx=\tfrac1{630}.$$

This is `integral_moments`. By `trial_apply`, $f_c=c_0u+c_1u^2$, so $f_c'=(c_0+2c_1u)(1-2x)$. Since $(1-2x)^2=1-4u$, for coefficient vectors $a$ and $b$

$$f_a'f_b'=(a_0+2a_1u)(b_0+2b_1u)(1-4u).$$

Integrating this and $f_af_b$ gives `kinetic_trial` and `overlap_trial`. In the first, `HasDerivAt` rules supply the derivative and `ring` does the expansion. Inserting unit coefficient vectors yields `matrix_elements`:

$$H=\begin{pmatrix}1/6&1/30\\1/30&1/105\end{pmatrix},\qquad
S=\begin{pmatrix}1/30&1/140\\1/140&1/630\end{pmatrix}.$$

## From the determinant to the decimal bounds

The determinant is

$$\left(\tfrac16-\tfrac E{30}\right)\left(\tfrac1{105}-\tfrac E{630}\right)-\left(\tfrac1{30}-\tfrac E{140}\right)^2=\frac{E^2-56E+252}{529200}.$$

Its numerator is $(E-28)^2-532$, and $532=4\cdot133$, which gives the two roots. In Lean, `linear_combination` uses $(\sqrt{133})^2=133$ to factorise the quadratic.

For the comparison with $\pi^2/2$, `sqrt_bounds` gives $11.53256<\sqrt{133}<11.53257$, so the lower root lies between $4.93486$ and $4.93488$. Mathlib's bounds $3.141592<\pi<3.141593$ then suffice for both inequalities.

## Why no combination goes lower

The quotient needs a positive denominator. `overlap_pos` obtains it from

$$\int_0^1 f_c^2\,dx=\frac{(c_0+\frac3{14}c_1)^2}{30}+\frac{c_1^2}{17640},$$

which vanishes only for $c=0$.

Now put $s=\sqrt{133}$, $E_-=28-2s$, $A=28s-322>0$ and $B=6s-70$. Write $K=\frac12\int_0^1 (f_c')^2dx$ and $N=\int_0^1 f_c^2\,dx$, so that the energy of the normalised state is $K/N$. Then

$$A\,(K-E_-N)=\frac{(Ac_0+Bc_1)^2}{420}\ge0 .$$

Dividing by $A$ and then by $N$ gives $K/N\ge E_-$. Equality holds for $c=(-B,A)$, the vector used in the code. Scaled to $N=1$, it is approximately $(4.404,\,4.990)$. The two parts of `IsLeast` are this attainment, checked by `linear_combination`, and the lower bound, obtained from the square.

The condition $c\ne0$ excludes just the zero function. At $c=0$ the overlap is $0$, so `overlap_pos` would be false there. In `isLeast_rayleigh`, Lean's convention $0/0=0$ would add the value $0$ to the set of quotients, and $28-2\sqrt{133}$ would no longer be its least element.
